# The Fourier coefficients of a rectangular barrier narrower than its cell need only an integral over the barrier

In a one-dimensional cell of length a, centred at the origin, sits a rectangular barrier of constant height V₀ and width b, also centred there, with 0 < b < a. The `n`-th Fourier coefficient of this potential is defined as 1/a times the integral over the cell of the potential times exp(−2πinx/a). The theorem `coefficient_eq_integral` states that it equals 1/a times the integral of V₀ exp(−2πinx/a) over the barrier alone, from −b/2 to b/2. The attempt writes the integrand as the indicator function of the closed interval [−b/2, b/2] applied to V₀ exp(−2πinx/a), treating points inside and outside the barrier separately, and then uses the fact that the barrier lies inside the cell.

The first attempt, which Lean rejects:

```lean
import Mathlib

open MeasureTheory Filter
open scoped Real Topology

namespace CoefficientEqIntegral

noncomputable section

/-- The rectangular barrier of height `V₀` and width `b > 0`, centred at the origin. -/
def barrier (V₀ b x : ℝ) : ℝ := if |x| ≤ b / 2 then V₀ else 0

/-- The conjugate plane wave `exp(-2πinx/a)` of the `n`-th reciprocal lattice vector,
for a lattice constant `a ≠ 0`. -/
def wave (a : ℝ) (n : ℤ) (x : ℝ) : ℂ :=
  Complex.exp (-(2 * π * Complex.I * n * x) / a)

/-- The `n`-th Fourier coefficient of a potential integrable on the cell `[-a/2, a/2]`, for a
lattice constant `a > 0`. -/
def fourierCoefficient (a : ℝ) (V : ℝ → ℝ) (n : ℤ) : ℂ :=
  1 / a * ∫ x in (-(a / 2))..(a / 2), (V x : ℂ) * wave a n x

/-- For a barrier narrower than the cell, `0 < b < a`, the integral over the cell reduces to
the integral over the barrier. -/
theorem coefficient_eq_integral {a b : ℝ} (hb : 0 < b) (hba : b < a) (V₀ : ℝ) (n : ℤ) :
    fourierCoefficient a (barrier V₀ b) n =
      1 / a * ∫ x in (-(b / 2))..(b / 2), (V₀ : ℂ) * wave a n x := by
  have h : (fun x => (barrier V₀ b x : ℂ) * wave a n x) =
      (Set.Icc (-(b / 2)) (b / 2)).indicator (fun x => (V₀ : ℂ) * wave a n x) := by
    funext x
    by_cases hx : |x| ≤ b / 2
    · rw [Set.indicator_of_mem (show x ∈ Set.Icc (-(b / 2)) (b / 2) from abs_le.mp hx),
        barrier, if_pos hx]
    · rw [Set.indicator_of_notMem (fun hm => hx (abs_le.mpr hm)), barrier, if_neg hx,
        Complex.ofReal_zero, zero_mul]
  -- the barrier lies inside the cell
  have hset : Set.Ioc (-(a / 2)) (a / 2) ∩ Set.Icc (-(b / 2)) (b / 2) =
      Set.Icc (-(b / 2)) (b / 2) := by
    apply Set.inter_eq_right.mpr
    intro x hx
    exact ⟨by linarith [hx.1], by linarith [hx.2]⟩
  have h1 : -(a / 2) ≤ a / 2 := by linarith
  have h2 : -(b / 2) ≤ b / 2 := by linarith
  unfold fourierCoefficient
  rw [h, intervalIntegral.integral_of_le h1, intervalIntegral.integral_of_le h2,
    setIntegral_indicator measurableSet_Icc, hset, integral_Icc_eq_integral_Ioc]

end

end CoefficientEqIntegral
```

The compiler's answer:

```
Main.lean:34:10: error: Tactic `rewrite` failed: Did not find an occurrence of the pattern
  Set.indicator (And (-(b / 2) ≤ x)) ?f (x ≤ b / 2)
in the target expression
  ↑(barrier V₀ b x) * wave a n x = (Set.Icc (-(b / 2)) (b / 2)).indicator (fun x => ↑V₀ * wave a n x) x

case neg
a b : ℝ
hb : 0 < b
hba : b < a
V₀ : ℝ
n : ℤ
x : ℝ
hx : ¬|x| ≤ b / 2
⊢ ↑(barrier V₀ b x) * wave a n x = (Set.Icc (-(b / 2)) (b / 2)).indicator (fun x => ↑V₀ * wave a n x) x
```

Cause. The error is in the case of a point outside the barrier. `Set.indicator_of_notMem` needs a proof that some point is not in some set, and here neither was named, so Lean had to infer both from `fun hm => hx (abs_le.mpr hm)`. There `abs_le.mpr` expects `hm` to be the conjunction `-(b / 2) ≤ x ∧ x ≤ b / 2`. Membership in a set unfolds to the set applied to the point, and Lean matched this with `And` applied to its two arguments. It thus took `And (-(b / 2) ≤ x)` for the set and the proposition `x ≤ b / 2` for the point. The pattern in the message is the indicator built from these, which does not occur in the goal.

The repair first states `hm` with its type, `x ∉ Set.Icc (-(b / 2)) (b / 2)`. This fixes the set and the point, so the rewrite finds the indicator in the goal. Writing `⟨hm.1, hm.2⟩` in place of `hm` is mere tidying, as is the new line break; the remaining rewrites are unchanged.

After these edits no error is left:

```diff
@@ -32,6 +32,6 @@
     · rw [Set.indicator_of_mem (show x ∈ Set.Icc (-(b / 2)) (b / 2) from abs_le.mp hx),
         barrier, if_pos hx]
-    · rw [Set.indicator_of_notMem (fun hm => hx (abs_le.mpr hm)), barrier, if_neg hx,
-        Complex.ofReal_zero, zero_mul]
+    · have hm : x ∉ Set.Icc (-(b / 2)) (b / 2) := fun hm => hx (abs_le.mpr ⟨hm.1, hm.2⟩)
+      rw [Set.indicator_of_notMem hm, barrier, if_neg hx, Complex.ofReal_zero, zero_mul]
   -- the barrier lies inside the cell
   have hset : Set.Ioc (-(a / 2)) (a / 2) ∩ Set.Icc (-(b / 2)) (b / 2) =
```
